# McWeeny purification takes occupations in [0,1] uniformly to 0 or 1 exactly when they keep a gap around 1/2

A density-matrix purification run needs a decision on how many steps to take. Each step multiplies matrices and so acts on all eigenstates at once, which means that one step count must serve the slowest level. For a fixed one-particle Hamiltonian, without truncation or rounding, such a count exists for every tolerance if the levels keep a positive distance from the chemical potential.

Let the Hamiltonian have eigenvalues $\varepsilon_i$ and let $\mu$ be the chemical potential. The initial density matrix is a linear function of the Hamiltonian, with eigenvalues $x_i = \tfrac12 + c(\mu-\varepsilon_i)$, where $c>0$ is small enough to put them all in $[0,1]$. A McWeeny step replaces each $x_i$ by $f(x_i)$, with $f(x)=3x^2-2x^3$, and leaves the eigenvectors alone. The Lean file treats the numbers $x$ only. The passage to matrices uses the spectral theorem: the error in the spectral norm is the largest error among the eigenvalues.

## The chemical potential is mapped to 1/2

States below $\mu$ in energy start above $1/2$ in occupation and should end at 1; those above $\mu$ start below $1/2$ and should end at 0. In the file's comments, "level" refers to this initial occupation $x$, not to an energy. The target is `occupation`, which assigns 1 at $x=1/2$ itself by convention.

```lean
import Mathlib

open Filter Topology Set

namespace PurificationGap

noncomputable section

/-- One McWeeny purification step acting on an occupation number `x`. -/
def purify (x : ℝ) : ℝ := 3 * x ^ 2 - 2 * x ^ 3

/-- The target occupation: `0` for a level below `1/2`, and `1` otherwise. -/
def occupation (x : ℝ) : ℝ := if x < 1 / 2 then 0 else 1
```

This assumption sits in the definitions. If $\mu$ is misplaced so far that levels lie between the true and the assumed value, these are driven to the wrong occupation, and the electron count comes out wrong. A shift within a gap does no such harm.

The derivation uses the position $1/2$ twice. First, $f(\tfrac12)=\tfrac34-\tfrac14=\tfrac12$, so the threshold is a fixed point. Second, $f$ is symmetric about it:

$$f(1-x)=(1-x)^2(1+2x)=1-3x^2+2x^3=1-f(x).$$

By induction every iterate $f^n$ satisfies $f^n(1-x)=1-f^n(x)$, so filled levels mirror empty ones.

## One distance d > 0 gives one rate for all levels

The distance $d$ is $c$ times the smallest $|\varepsilon_i-\mu|$, or any smaller positive number. Write $a=\tfrac12-d$ and take $0\le x\le a$. Since $f(x)=x\cdot x(3-2x)$, compare the factor $x(3-2x)$ with its value at $a$:

$$q=a(3-2a)=(1-2d)(1+d)=1-d-2d^2 .$$

The difference is

$$qx-f(x)=x\,(a-x)\,\bigl(3-2(a+x)\bigr)\ge 0,$$

because $a+x\le 2a<1$. Hence $0\le f(x)\le qx$. For $0<d\le\tfrac12$ we have $0\le q<1$; at $d=0$ the factor is 1 and the estimate gives no decay.

The file calls $q$ `gapRate d`. It is a contraction factor per step, not an energy gap. `gapRate_bounds` records its range, and `iterate_particle_hole` proves the symmetry by induction, with `ring` checking the single step.

```lean
/-- The factor `(1 - 2d)(1 + d)` attached to a distance `d` from the value `1/2`. -/
def gapRate (d : ℝ) : ℝ := (1 - 2 * d) * (1 + d)

/-- For `0 < d ≤ 1/2` the factor `gapRate d` is nonnegative and strictly below one. -/
theorem gapRate_bounds {d : ℝ} (hd : 0 < d) (hd' : d ≤ 1 / 2) :
    0 ≤ gapRate d ∧ gapRate d < 1 := by
  unfold gapRate
  exact ⟨mul_nonneg (by linarith) (by linarith), by nlinarith [sq_nonneg d]⟩

/-- Particle-hole symmetry: after any number of purification steps, the occupations that
started at `x` and `1 - x` still add up to one. -/
theorem iterate_particle_hole (n : ℕ) (x : ℝ) :
    purify^[n] (1 - x) = 1 - purify^[n] x := by
  have hstep : ∀ y : ℝ, purify (1 - y) = 1 - purify y := by
    intro y
    unfold purify
    ring
  induction n with
  | zero => simp
  | succ n ih =>
    rw [Function.iterate_succ_apply', Function.iterate_succ_apply', ih, hstep]
```

## Initial occupations lie between 0 and 1

This condition is met in practice by scaling with bounds on the spectrum. The derivation needs $x\ge0$ for the sign of the product above, and $x\le1$ for the mirror image. Starting from $0\le x\le a$, induction gives

$$0\le f^n(x)\le q^n x\le x\le a,$$

so the iterate stays where the one-step estimate applies, and the next step supplies another factor $q$. As $x\le\tfrac12$, the error is at most $q^n/2$. For $x\ge\tfrac12+d$, symmetry gives $1-f^n(x)=f^n(1-x)\le q^n(1-x)\le q^n/2$.

In `empty_level_decay`, the term `h2` is the factorised difference $qx-f(x)$, and `hp` is the bound that keeps the iterate in range. `gapped_error` then splits at $1/2$ and applies the same lemma to $x$ or to $1-x$.

```lean
/-- An occupation `x ≥ 0` lying at least `d > 0` below `1/2` stays nonnegative and is reduced
by `n` purification steps to at most `gapRate d ^ n * x`. -/
theorem empty_level_decay {d x : ℝ} (hd : 0 < d) (hx0 : 0 ≤ x) (hx : x ≤ 1 / 2 - d) (n : ℕ) :
    0 ≤ purify^[n] x ∧ purify^[n] x ≤ gapRate d ^ n * x := by
  obtain ⟨hq0, hq1⟩ := gapRate_bounds hd (by linarith)
  -- a single step contracts by the factor `gapRate d`
  have hstep : ∀ y : ℝ, 0 ≤ y → y ≤ 1 / 2 - d →
      0 ≤ purify y ∧ purify y ≤ gapRate d * y := by
    intro y hy hyd
    have h1 : 0 ≤ y ^ 2 * (3 - 2 * y) := mul_nonneg (sq_nonneg y) (by linarith)
    have h2 : 0 ≤ y * ((1 / 2 - d - y) * (3 - 2 * (1 / 2 - d + y))) :=
      mul_nonneg hy (mul_nonneg (by linarith) (by linarith))
    unfold purify gapRate
    constructor
    · nlinarith [h1]
    · nlinarith [h2]
  induction n with
  | zero => simp [hx0]
  | succ n ih =>
    obtain ⟨h0, h1⟩ := ih
    have hp : gapRate d ^ n * x ≤ 1 * x :=
      mul_le_mul_of_nonneg_right (pow_le_one₀ hq0 hq1.le) hx0
    obtain ⟨s0, s1⟩ := hstep _ h0 (by linarith)
    rw [Function.iterate_succ_apply']
    refine ⟨s0, s1.trans ?_⟩
    calc gapRate d * purify^[n] x ≤ gapRate d * (gapRate d ^ n * x) :=
          mul_le_mul_of_nonneg_left h1 hq0
      _ = gapRate d ^ (n + 1) * x := by ring

/-- For a level in `[0,1]` at distance at least `d > 0` from `1/2`, the error of the
occupation after `n` purification steps is at most `gapRate d ^ n / 2`. -/
theorem gapped_error {d x : ℝ} (hd : 0 < d) (hx : x ∈ Icc (0 : ℝ) 1)
    (hgap : d ≤ |x - 1 / 2|) (n : ℕ) :
    |purify^[n] x - occupation x| ≤ gapRate d ^ n / 2 := by
  obtain ⟨hx0, hx1⟩ := hx
  have hd' : d ≤ 1 / 2 :=
    hgap.trans (abs_le.mpr ⟨by linarith, by linarith⟩)
  have hq : 0 ≤ gapRate d ^ n := pow_nonneg (gapRate_bounds hd hd').1 n
  by_cases h : x < 1 / 2
  · rw [abs_of_neg (by linarith)] at hgap
    obtain ⟨h0, h1⟩ := empty_level_decay hd hx0 (by linarith) n
    have hm := mul_le_mul_of_nonneg_left h.le hq
    rw [occupation, if_pos h, abs_le]
    constructor <;> linarith
  · -- a filled level is the mirror image of an empty one
    have h' : 1 / 2 ≤ x := not_lt.mp h
    rw [abs_of_nonneg (by linarith)] at hgap
    obtain ⟨h0, h1⟩ :=
      empty_level_decay (x := 1 - x) hd (by linarith) (by linarith) n
    have hm := mul_le_mul_of_nonneg_left (show 1 - x ≤ 1 / 2 by linarith) hq
    rw [iterate_particle_hole] at h0 h1
    rw [occupation, if_neg h, abs_le]
    constructor <;> linarith
```

Without any restriction on the range, a gap is not enough. The value $x=(1-\sqrt3)/2$ lies far from $1/2$, yet $f(x)=\tfrac12$, and it stays there. This shows that some bound on the initial values is needed, not that $[0,1]$ is the largest possible range.

The bound $q^n/2$ is a guarantee and can be pessimistic: near 0 the step behaves like $3x^2$, which shrinks small errors much faster than a fixed factor does. Near $1/2$, a small distance from $1/2$ grows by a factor of about $3/2$ per step. At a fixed small tolerance, the number of steps needed therefore grows like $\log(1/d)$ as $d\to0$, whereas the bound suggests $1/d$.

## Uniform convergence forces a gap

Let $S\subseteq[0,1]$ be a set of initial occupations. If all of them lie at least $d$ from $1/2$, the bound $q^n/2$ holds for all of them and tends to zero, so convergence is uniform.

Conversely, suppose the iterates converge uniformly on $S$ to the target `occupation`. Then some $n$ makes every error on $S$ smaller than $\tfrac14$. The polynomial $f^n$ is continuous and fixes $1/2$, so there is a $\delta>0$ such that $|x-\tfrac12|<\delta$ implies $|f^n(x)-\tfrac12|<\tfrac14$. For such an $x$ the iterate $f^n(x)$ is still more than $\tfrac14$ away from both 0 and 1, so $x$ cannot belong to $S$. Every member of $S$ therefore lies at least $\delta$ from $1/2$.

`stuck_near_half` is the continuity step. In `uniform_iff_gap`, the expression `TendstoUniformlyOn (fun n : ℕ => purify^[n]) occupation atTop S` says that for every tolerance, all sufficiently large $n$ bring every $x\in S$ within it of the target. The right-hand side says that one positive $d$ works for all of $S$. The forward direction is the contradiction above. The backward direction uses `min d (1 / 2)` in place of `d`, because an empty $S$ puts no upper limit on $d$.

```lean
/-- After any number `n` of steps, levels close enough to `1/2` still have an occupation
within `ε > 0` of `1/2`. -/
theorem stuck_near_half (n : ℕ) {ε : ℝ} (hε : 0 < ε) :
    ∃ d > 0, ∀ x : ℝ, |x - 1 / 2| < d → |purify^[n] x - 1 / 2| < ε := by
  have hc : Continuous purify := by
    unfold purify
    fun_prop
  have hfix : purify^[n] (1 / 2) = 1 / 2 :=
    Function.iterate_fixed (by norm_num [purify]) n
  obtain ⟨d, hd, h⟩ := Metric.continuous_iff.mp (hc.iterate n) (1 / 2) ε hε
  refine ⟨d, hd, fun x hx => ?_⟩
  have h1 := h x (by rw [Real.dist_eq]; exact hx)
  rwa [Real.dist_eq, hfix] at h1

/-- Uniform convergence needs a gap: on a set `S` of levels in `[0,1]`, purification converges
uniformly to the target occupations if and only if `S` keeps a positive distance from `1/2`. -/
theorem uniform_iff_gap {S : Set ℝ} (hS : S ⊆ Icc 0 1) :
    TendstoUniformlyOn (fun n : ℕ => purify^[n]) occupation atTop S ↔
      ∃ d > 0, ∀ x ∈ S, d ≤ |x - 1 / 2| := by
  rw [Metric.tendstoUniformlyOn_iff]
  constructor
  · intro h
    obtain ⟨n, hn⟩ := (h (1 / 4) (by norm_num)).exists
    obtain ⟨d, hd, hnear⟩ := stuck_near_half n (ε := 1 / 4) (by norm_num)
    refine ⟨d, hd, fun x hx => ?_⟩
    by_contra hlt
    -- after `n` steps its occupation would be within 1/4 of 1/2 and also of 0 or 1
    have h1 := abs_lt.mp (hnear x (not_le.mp hlt))
    have h2 : dist (occupation x) (purify^[n] x) < 1 / 4 := hn x hx
    rw [Real.dist_eq, abs_lt] at h2
    unfold occupation at h2
    split_ifs at h2 <;> linarith [h1.1, h1.2, h2.1, h2.2]
  · rintro ⟨d, hd, hgap⟩ ε hε
    have hm : 0 < min d (1 / 2) := lt_min hd (by norm_num)
    obtain ⟨hq0, hq1⟩ := gapRate_bounds hm (min_le_right _ _)
    have hlim := tendsto_pow_atTop_nhds_zero_of_lt_one hq0 hq1
    filter_upwards [hlim.eventually_lt_const hε] with n hn x hx
    have herr := gapped_error hm (hS hx) ((min_le_left _ _).trans (hgap x hx)) n
    have hp := pow_nonneg hq0 n
    rw [dist_comm, Real.dist_eq]
    linarith
```

`uniform_away_from_half` applies the equivalence to two intervals, on which the target is constant: the iterates tend uniformly to 0 on $[0,\tfrac12-d]$ and to 1 on $[\tfrac12+d,1]$. For $d>\tfrac12$ both intervals are empty and the statement is trivial.

```lean
/-- For every `d > 0`, purification converges uniformly to `0` on `[0, 1/2 - d]` and uniformly
to `1` on `[1/2 + d, 1]`. -/
theorem uniform_away_from_half {d : ℝ} (hd : 0 < d) :
    TendstoUniformlyOn (fun n : ℕ => purify^[n]) (fun _ => 0) atTop (Icc 0 (1 / 2 - d)) ∧
    TendstoUniformlyOn (fun n : ℕ => purify^[n]) (fun _ => 1) atTop (Icc (1 / 2 + d) 1) := by
  constructor
  · refine ((uniform_iff_gap fun x hx => ⟨hx.1, by linarith [hx.2]⟩).mpr
      ⟨d, hd, fun x hx => ?_⟩).congr_right fun x hx => ?_
    · rw [abs_of_neg (by linarith [hx.2])]
      linarith [hx.2]
    · exact if_pos (by linarith [hx.2])
  · refine ((uniform_iff_gap fun x hx => ⟨by linarith [hx.1], hx.2⟩).mpr
      ⟨d, hd, fun x hx => ?_⟩).congr_right fun x hx => ?_
    · rw [abs_of_nonneg (by linarith [hx.1])]
      linarith [hx.1]
    · exact if_neg (by linarith [hx.1])
```

## Avoiding 1/2 is weaker than keeping a distance from it

A gap is easily misstated as "no level sits at $1/2$", in Lean `∀ x ∈ S, x ≠ 1 / 2`. That lets the distance depend on the level, whereas `∃ d > 0, ∀ x ∈ S, d ≤ |x - 1 / 2|` fixes it first. For a finite spectrum the two agree. For the interval $[0,\tfrac12)$ they do not.

There each single $x$ has its own distance $d=\tfrac12-x>0$, so $f^n(x)\to0$. But for any fixed $n$ and any tolerance $\varepsilon>0$ (here not an energy), continuity at $1/2$ supplies an $x<\tfrac12$ with $f^n(x)>\tfrac12-\varepsilon$. The supremum of the errors over the interval thus stays at $\tfrac12$, however many steps are taken, although no single level attains it.

`worst_level` constructs such an $x$ as `max 0 (1 / 2 - d / 2)`, where `d` comes from `stuck_near_half` and the maximum keeps the occupation nonnegative. `gapless_not_uniform` states both halves: convergence of each level, and failure of uniform convergence, the latter by taking $\varepsilon=\tfrac14$.

```lean
/-- After any number `n` of steps, some level in `[0, 1/2)` still has an occupation
above `1/2 - ε`, however small `ε > 0` is. -/
theorem worst_level (n : ℕ) {ε : ℝ} (hε : 0 < ε) :
    ∃ x ∈ Ico (0 : ℝ) (1 / 2), 1 / 2 - ε < purify^[n] x := by
  obtain ⟨d, hd, h⟩ := stuck_near_half n hε
  have hlt : max 0 (1 / 2 - d / 2) < 1 / 2 := max_lt (by norm_num) (by linarith)
  have hge : 1 / 2 - d / 2 ≤ max 0 (1 / 2 - d / 2) := le_max_right _ _
  refine ⟨max 0 (1 / 2 - d / 2), ⟨le_max_left _ _, hlt⟩, ?_⟩
  have h1 := abs_lt.mp (h (max 0 (1 / 2 - d / 2))
    (abs_lt.mpr ⟨by linarith, by linarith⟩))
  linarith [h1.1]

/-- On the gapless range `[0, 1/2)` every single level is purified to `0`, but the convergence
is not uniform. -/
theorem gapless_not_uniform :
    (∀ x ∈ Ico (0 : ℝ) (1 / 2), Tendsto (fun n : ℕ => purify^[n] x) atTop (𝓝 0)) ∧
    ¬ TendstoUniformlyOn (fun n : ℕ => purify^[n]) (fun _ => 0) atTop
        (Ico (0 : ℝ) (1 / 2)) := by
  constructor
  · intro x hx
    -- a single level has its own distance from 1/2
    have hd : 0 < 1 / 2 - x := by linarith [hx.2]
    exact (uniform_away_from_half hd).1.tendsto_at ⟨hx.1, by linarith⟩
  · intro h
    rw [Metric.tendstoUniformlyOn_iff] at h
    obtain ⟨n, hn⟩ := (h (1 / 4) (by norm_num)).exists
    obtain ⟨x, hx, hbig⟩ := worst_level n (ε := 1 / 4) (by norm_num)
    have h2 : dist (0 : ℝ) (purify^[n] x) < 1 / 4 := hn x hx
    rw [Real.dist_eq, abs_lt] at h2
    linarith [h2.1]

end

end PurificationGap
```

```lean
#print axioms PurificationGap.uniform_iff_gap
-- 'PurificationGap.uniform_iff_gap' depends on axioms: [propext, Classical.choice, Quot.sound]
#print axioms PurificationGap.gapless_not_uniform
-- 'PurificationGap.gapless_not_uniform' depends on axioms: [propext, Classical.choice, Quot.sound]
```

A finite matrix with no eigenvalue at $\mu$ always has some gap, so purification of that matrix converges. The failure concerns families, such as ever larger metallic samples whose spectral width does not shrink: as levels crowd towards $\mu$, no single step count meets a given small tolerance for all sizes.
